# The derivative rule, vanishing Gaussian means and W₀ = 1 determine the Wick powers of one variable

The vacuum is represented here by a probability density. The field is a single real variable $x$, and the vacuum mean of a polynomial in it is an honest integral against a centred Gaussian of variance $c$. Another option would be an abstract linear functional with prescribed moments. With the integral, the vanishing of the means of the higher Wick powers is proved here by integration by parts.

The constant $c$ stands for the vacuum fluctuation $\langle x^2\rangle$ of the field. For a harmonic oscillator of mass $m$ and frequency $\omega$ in its ground state, with $x$ the position, it is $\hbar/(2m\omega)$. The results that involve the mean assume $c>0$.

The claim is that three conditions on a sequence of real polynomials $p_0,p_1,p_2,\dots$,

$$p_0=1,\qquad p_{n+1}'=(n+1)\,p_n,\qquad \mathbb E_c(p_{n+1})=0\quad(n\ge 0),$$

hold exactly when $p_n$ is the $n$-th Wick power of variance $c$ for every $n$. Here $\mathbb E_c$ is the Gaussian mean. At $c=1$ the Wick powers are the probabilists' Hermite polynomials $\mathrm{He}_n$.

In quantum mechanics, this characterizes the normal-ordered powers of the coordinate of a single free oscillator mode, with the ordering taken relative to its ground state. That reading is physical background: the development contains polynomials and integrals, but no creation or annihilation operators. Nor does it treat the part of Wick's theorem that expands products of several fields into sums over pairings.

```lean
import Mathlib

open Polynomial MeasureTheory

namespace WickPowerCharacterization

noncomputable section
```

## The Gaussian mean and the raising rule

The unnormalised weight is

$$w_c(x)=e^{-x^2/(2c)}.$$

In Lean it is a function of two real numbers, the variance first and the field value second.

```lean
/-- The unnormalised Gaussian weight `exp (-x² / (2c))` of a field value `x` with variance `c`. -/
def gaussWeight (c x : ℝ) : ℝ := Real.exp (-(2 * c)⁻¹ * x ^ 2)
```

The mean divides by the total weight $\sqrt{2\pi c}$:

$$\mathbb E_c(p)=\frac{1}{\sqrt{2\pi c}}\int_{-\infty}^{\infty}p(x)\,w_c(x)\,dx .$$

The type `ℝ[X]` is that of polynomials with real coefficients, and `p.eval x` is the value $p(x)$. The mean therefore takes a polynomial and returns a real number.

```lean
/-- The vacuum mean of a polynomial in a centred Gaussian field of variance `c`. -/
def gaussianMean (c : ℝ) (p : ℝ[X]) : ℝ :=
  (∫ x : ℝ, p.eval x * gaussWeight c x) / √(2 * Real.pi * c)
```

The Wick powers $W_n$ are defined by recursion, independently of any integral:

$$W_0=1,\qquad W_{n+1}=x\,W_n-c\,W_n'.$$

This is a raising rule: multiply by the field, then subtract a contraction term of strength $c$. The first few are $W_1=x$, $W_2=x^2-c$ and $W_3=x^3-3cx$. In the code `X` is the polynomial variable, `C c` is the constant polynomial with value $c$, and `derivative` is the algebraic derivative of a polynomial.

```lean
/-- Wick powers of a field of variance `c`, built by the raising rule
`W (n+1) = x W n - c (W n)'` from `W 0 = 1`. -/
def wickPower (c : ℝ) : ℕ → ℝ[X]
  | 0 => 1
  | n + 1 => X * wickPower c n - C c * derivative (wickPower c n)
```

## Integrals of polynomials against the weight

Let $c>0$, as the theorem below assumes. The weight then decays faster than any power grows, so $x^n e^{-x^2/(2c)}$ is integrable for every integer $n\ge 0$. Multiplying by a coefficient and adding finitely many such terms preserves integrability, which covers every polynomial.

The Lean proof follows this division. It is an induction with one case for sums and one for monomials $a x^n$. The monomial case uses Mathlib's integrability result for $x^s e^{-bx^2}$ with $b>0$ and real $s>-1$, taken at $b=1/(2c)$ and $s=n$.

```lean
/-- Every polynomial is integrable against the Gaussian weight. -/
theorem integrable_poly {c : ℝ} (hc : 0 < c) (p : ℝ[X]) :
    Integrable (fun x : ℝ => p.eval x * gaussWeight c x) := by
  induction p using Polynomial.induction_on' with
  | add p q hp hq =>
    refine (hp.add hq).congr (Filter.Eventually.of_forall fun x => ?_)
    simp only [Pi.add_apply, eval_add]
    ring
  | monomial n a =>
    have hb : 0 < (2 * c)⁻¹ := by positivity
    have hn : (-1 : ℝ) < (n : ℝ) := by
      have : (0 : ℝ) ≤ (n : ℝ) := Nat.cast_nonneg n
      linarith
    refine ((integrable_rpow_mul_exp_neg_mul_sq hb hn).const_mul a).congr
      (Filter.Eventually.of_forall fun x => ?_)
    simp only [gaussWeight, eval_monomial, Real.rpow_natCast]
    ring
```

Since both integrals converge, the integral of a sum splits, and division by $\sqrt{2\pi c}$ gives

$$\mathbb E_c(p+q)=\mathbb E_c(p)+\mathbb E_c(q).$$

The two appeals to `integrable_poly` in the proof supply the convergence that `integral_add` needs.

```lean
/-- The vacuum mean is additive. -/
theorem gaussianMean_add {c : ℝ} (hc : 0 < c) (p q : ℝ[X]) :
    gaussianMean c (p + q) = gaussianMean c p + gaussianMean c q := by
  unfold gaussianMean
  simp only [eval_add, add_mul]
  rw [integral_add (integrable_poly hc p) (integrable_poly hc q), add_div]
```

For a constant $a$, the Gaussian integral $\int e^{-bx^2}dx=\sqrt{\pi/b}$ at $b=1/(2c)$ gives

$$\int_{-\infty}^{\infty}w_c(x)\,dx=\sqrt{2\pi c},\qquad
\mathbb E_c(a)=\frac{a\sqrt{2\pi c}}{\sqrt{2\pi c}}=a .$$

This confirms that the normalisation in the definition is the right one. It will also fix the constant of integration in the uniqueness argument.

```lean
/-- The vacuum mean of a constant is that constant. -/
theorem gaussianMean_C {c : ℝ} (hc : 0 < c) (a : ℝ) : gaussianMean c (C a) = a := by
  have hpos : 0 < √(2 * Real.pi * c) := Real.sqrt_pos.mpr (by positivity)
  have hw : ∫ x : ℝ, gaussWeight c x = √(2 * Real.pi * c) := by
    unfold gaussWeight
    rw [integral_gaussian, div_inv_eq_mul]
    congr 1
    ring
  unfold gaussianMean
  simp only [eval_C]
  rw [integral_const_mul, hw, mul_div_cancel_right₀ _ hpos.ne']
```

## Raised polynomials have zero mean

The weight satisfies $w_c'(x)=-(x/c)\,w_c(x)$. For any polynomial $p$, the product rule then gives

$$\frac{d}{dx}\bigl[-c\,p(x)\,w_c(x)\bigr]
=-c\,p'(x)\,w_c(x)+x\,p(x)\,w_c(x)
=\bigl(x\,p(x)-c\,p'(x)\bigr)w_c(x).$$

The right-hand side is the raised polynomial times the weight. Its integral over the line is a difference of boundary values of $-c\,p\,w_c$, and both vanish because of the Gaussian decay. Hence

$$\mathbb E_c(x\,p-c\,p')=0 .$$

In the proof, `hw` is the derivative of the weight and `hd` is the total-derivative identity. Boundary values are not computed separately. The Mathlib theorem used at the end says that the integral of a derivative over the whole line is zero if both the function and its derivative are integrable, and `integrable_poly` provides both facts.

```lean
/-- Gaussian integration by parts: the raised polynomial `x p - c p'` has vanishing
vacuum mean. -/
theorem gaussianMean_raise {c : ℝ} (hc : 0 < c) (p : ℝ[X]) :
    gaussianMean c (X * p - C c * derivative p) = 0 := by
  have hc0 : c ≠ 0 := hc.ne'
  have hw : ∀ x : ℝ, HasDerivAt (gaussWeight c) (gaussWeight c x * (-(x / c))) x := by
    intro x
    have h0 : HasDerivAt (fun y : ℝ => y ^ 2) (2 * x) x := by
      simpa using hasDerivAt_pow 2 x
    have e : -(2 * c)⁻¹ * (2 * x) = -(x / c) := by field_simp
    have h := (h0.const_mul (-(2 * c)⁻¹)).exp
    rw [e] at h
    exact h
  -- the integrand is the total derivative of `-c p(x) exp (-x²/(2c))`
  have hd : ∀ x : ℝ, HasDerivAt (fun y : ℝ => -c * (p.eval y * gaussWeight c y))
      ((X * p - C c * derivative p).eval x * gaussWeight c x) x := by
    intro x
    have h := ((p.hasDerivAt x).mul (hw x)).const_mul (-c)
    refine h.congr_deriv ?_
    have hx : c * (x / c) = x := by field_simp
    simp only [eval_sub, eval_mul, eval_X, eval_C]
    linear_combination (p.eval x * gaussWeight c x) * hx
  unfold gaussianMean
  rw [integral_eq_zero_of_hasDerivAt_of_integrable hd (integrable_poly hc _)
    ((integrable_poly hc p).const_mul (-c)), zero_div]
```

Every $W_{n+1}$ is the raised form of $W_n$, so all Wick powers beyond the zeroth have vanishing mean.

## Wick powers differentiate like ordinary powers

The next identity is

$$W_{n+1}'=(n+1)\,W_n .$$

For $n=0$ it reads $x'=1$. Suppose it holds at $n$. The raising rule and this assumption give

$$W_{n+2}=x\,W_{n+1}-c\,W_{n+1}'=x\,W_{n+1}-c\,(n+1)\,W_n .$$

Differentiate, and use the assumption once more for $W_{n+1}'$:

$$\begin{aligned}
W_{n+2}'&=W_{n+1}+x\,(n+1)\,W_n-c\,(n+1)\,W_n'\\
&=W_{n+1}+(n+1)\bigl(x\,W_n-c\,W_n'\bigr)\\
&=(n+2)\,W_{n+1}.
\end{aligned}$$

The last equality recognises the bracket as $W_{n+1}$. In Lean, `h` and `h1` are the raising rule at two successive levels, `ih` is the induction hypothesis, and the closing `linear_combination` uses `h1` to replace the bracket. The identity is purely algebraic and holds for every real $c$, including zero and negative values.

```lean
/-- Differentiating a Wick power lowers it like an ordinary power:
`(W (n+1))' = (n+1) W n`. -/
theorem derivative_wickPower (c : ℝ) (n : ℕ) :
    derivative (wickPower c (n + 1)) = C ((n : ℝ) + 1) * wickPower c n := by
  induction n with
  | zero => simp [wickPower]
  | succ n ih =>
    have h : wickPower c (n + 1 + 1) =
      X * wickPower c (n + 1) - C c * derivative (wickPower c (n + 1)) := rfl
    have h1 : wickPower c (n + 1) =
      X * wickPower c n - C c * derivative (wickPower c n) := rfl
    have hC : (C (((n + 1 : ℕ) : ℝ) + 1) : ℝ[X]) = C ((n : ℝ) + 1) + 1 := by simp
    rw [h, ih, hC]
    simp only [derivative_sub, derivative_mul, derivative_X, derivative_C, ih]
    linear_combination (-(C ((n : ℝ) + 1))) * h1
```

## The mean fixes the constant of integration

Let $p_n$ satisfy the three conditions. At level zero, $p_0=1=W_0$. Suppose $p_n=W_n$. Both candidates at the next level then have the same derivative:

$$(p_{n+1}-W_{n+1})'=(n+1)\,p_n-(n+1)\,W_n=0 .$$

A real polynomial with zero derivative is a constant, so $p_{n+1}=W_{n+1}+a$ for some real $a$. Taking means,

$$0=\mathbb E_c(p_{n+1})=\mathbb E_c(W_{n+1})+\mathbb E_c(a)=0+a .$$

Thus $a=0$ and $p_{n+1}=W_{n+1}$. Differentiation determines each polynomial up to one number, and the vanishing mean supplies that number.

Conversely, the Wick powers satisfy the first condition by definition, the second by the derivative rule and the third by integration by parts.

The theorem states both directions as one equivalence. The sequence is a function `p : ℕ → ℝ[X]`, and the left-hand side is the conjunction of the three conditions. The factor $n+1$ appears as the constant polynomial `C ((n : ℝ) + 1)`. The mean condition is imposed on `p (n + 1)` only, since $p_0=1$ has mean one. The candidates are polynomials from the start, and the theorem makes no statement about more general functions of the field.

In the first half of the proof, `hz` is the vanishing derivative of the difference, `ha` names the constant, and `hE` becomes the equation $a=0$ after the means have been evaluated.

```lean
/-- Characterization of Wick powers: for variance `c > 0`, a sequence of polynomials starts
at `1`, obeys the power rule under differentiation and has vanishing vacuum means beyond
the zeroth exactly when it is the sequence of Wick powers. -/
theorem wickPower_characterization {c : ℝ} (hc : 0 < c) (p : ℕ → ℝ[X]) :
    (p 0 = 1 ∧ (∀ n : ℕ, derivative (p (n + 1)) = C ((n : ℝ) + 1) * p n) ∧
      ∀ n : ℕ, gaussianMean c (p (n + 1)) = 0) ↔ ∀ n, p n = wickPower c n := by
  constructor
  · rintro ⟨h0, hd, hm⟩ n
    induction n with
    | zero => exact h0
    | succ n ih =>
      -- the two candidates differ by a constant of integration
      have hz : derivative (p (n + 1) - wickPower c (n + 1)) = 0 := by
        rw [derivative_sub, hd, derivative_wickPower, ih, sub_self]
      obtain ⟨a, ha⟩ : ∃ a : ℝ, p (n + 1) - wickPower c (n + 1) = C a :=
        ⟨_, eq_C_of_natDegree_eq_zero (Polynomial.derivative_eq_zero.mp hz)⟩
      have hs : p (n + 1) = wickPower c (n + 1) + C a := by
        rw [← ha]
        ring
      -- the vanishing mean fixes this constant to zero
      have hW : gaussianMean c (wickPower c (n + 1)) = 0 := gaussianMean_raise hc _
      have hE := hm n
      rw [hs, gaussianMean_add hc, hW, gaussianMean_C hc, zero_add] at hE
      rw [hs, hE, C_0, add_zero]
  · intro h
    refine ⟨h 0, fun n => ?_, fun n => ?_⟩
    · rw [h (n + 1), h n]
      exact derivative_wickPower c n
    · rw [h (n + 1)]
      exact gaussianMean_raise hc _
```

## Unit variance gives the Hermite polynomials

The probabilists' Hermite polynomials obey

$$\mathrm{He}_0=1,\qquad \mathrm{He}_{n+1}=x\,\mathrm{He}_n-\mathrm{He}_n' ,$$

which is the raising rule at $c=1$. By induction $W_n=\mathrm{He}_n$ for every $n$, and the characterization specialises to the standard Gaussian mean:

$$p_0=1,\quad p_{n+1}'=(n+1)p_n,\quad \mathbb E_1(p_{n+1})=0
\quad\Longleftrightarrow\quad p_n=\mathrm{He}_n\ \text{ for all } n .$$

Mathlib's `hermite n` has integer coefficients. The expression `(hermite n).map (Int.castRingHom ℝ)` is the same polynomial with its coefficients read as real numbers, so that it can be compared with `p n`. The intermediate statement `key` is the induction just described.

```lean
/-- For the standard Gaussian mean, the three conditions single out the probabilists'
Hermite polynomials. -/
theorem hermite_characterization (p : ℕ → ℝ[X]) :
    (p 0 = 1 ∧ (∀ n : ℕ, derivative (p (n + 1)) = C ((n : ℝ) + 1) * p n) ∧
      ∀ n : ℕ, gaussianMean 1 (p (n + 1)) = 0) ↔
      ∀ n, p n = (hermite n).map (Int.castRingHom ℝ) := by
  have key : ∀ n, wickPower 1 n = (hermite n).map (Int.castRingHom ℝ) := by
    intro n
    induction n with
    | zero => simp [wickPower]
    | succ n ih =>
      simp only [wickPower, ih, hermite_succ, Polynomial.map_sub, Polynomial.map_mul,
        Polynomial.map_X, derivative_map, C_1, one_mul]
  rw [wickPower_characterization one_pos p]
  simp only [key]
```

## The quartic Wick power

Starting from $W_3=x^3-3cx$, one more application of the raising rule gives

$$W_4=x\,(x^3-3cx)-c\,(3x^2-3c)=x^4-6c\,x^2+3c^2 .$$

Normal ordering a quartic term in this one-variable model therefore changes the quadratic term and the constant along with it. The proof unfolds the recursion four times, evaluates the derivatives and collects terms. No sign condition on $c$ is needed.

```lean
/-- The quartic Wick power of a field of variance `c` is `x⁴ - 6 c x² + 3 c²`. -/
theorem wickPower_four (c : ℝ) :
    wickPower c 4 = X ^ 4 - 6 * C c * X ^ 2 + 3 * C c ^ 2 := by
  have h0 : wickPower c 0 = 1 := rfl
  have h1 : wickPower c 1 = X * wickPower c 0 - C c * derivative (wickPower c 0) := rfl
  have h2 : wickPower c 2 = X * wickPower c 1 - C c * derivative (wickPower c 1) := rfl
  have h3 : wickPower c 3 = X * wickPower c 2 - C c * derivative (wickPower c 2) := rfl
  have h4 : wickPower c 4 = X * wickPower c 3 - C c * derivative (wickPower c 3) := rfl
  rw [h4, h3, h2, h1, h0]
  simp only [derivative_sub, derivative_add, derivative_mul, derivative_X, derivative_C,
    derivative_one, derivative_zero]
  ring
```

## Ordinary powers fail only the mean condition

The monomials $x^n$ also start at $1$ and satisfy $(x^{n+1})'=(n+1)x^n$. Their means are another matter. Writing $x^2$ as a raised polynomial plus a constant,

$$x^2=(x\cdot x-c\cdot 1)+c,\qquad \mathbb E_c(x^2)=0+c=c .$$

Since $c>0$, the mean of $x^2$ is not zero. The first two conditions thus admit a sequence other than the Wick powers, and the third does not follow from them. The calculation also confirms that the parameter $c$ in the weight is the variance of the field. The theorem collects the three facts: the starting value, the derivative rule for every $n$, and the mean of the square.

```lean
/-- The ordinary powers `x ^ n` start at `1` and obey the same derivative rule, but the
vacuum mean of `x²` is the variance `c`. -/
theorem ordinary_powers_mean {c : ℝ} (hc : 0 < c) :
    (X ^ 0 : ℝ[X]) = 1 ∧
      (∀ n : ℕ, derivative (X ^ (n + 1) : ℝ[X]) = C ((n : ℝ) + 1) * X ^ n) ∧
      gaussianMean c (X ^ 2) = c := by
  refine ⟨pow_zero _, fun n => by simp, ?_⟩
  have h : (X ^ 2 : ℝ[X]) = (X * X - C c * derivative X) + C c := by
    rw [derivative_X]
    ring
  rw [h, gaussianMean_add hc, gaussianMean_raise hc, gaussianMean_C hc, zero_add]

end

end WickPowerCharacterization
```

```lean
#print axioms WickPowerCharacterization.wickPower_characterization
-- 'WickPowerCharacterization.wickPower_characterization' depends on axioms: [propext, Classical.choice, Quot.sound]
#print axioms WickPowerCharacterization.hermite_characterization
-- 'WickPowerCharacterization.hermite_characterization' depends on axioms: [propext, Classical.choice, Quot.sound]
#print axioms WickPowerCharacterization.wickPower_four
-- 'WickPowerCharacterization.wickPower_four' depends on axioms: [propext, Classical.choice, Quot.sound]
#print axioms WickPowerCharacterization.ordinary_powers_mean
-- 'WickPowerCharacterization.ordinary_powers_mean' depends on axioms: [propext, Classical.choice, Quot.sound]
```
